# An uncertainty bound for oscillator quadratures truncated to N levels

## The bound 1/2 fails in a finite basis

Suppose an oscillator is stored on a computer in its lowest \(N\) number states, and the familiar relation \(\sigma(x)\sigma(p)\ge 1/2\) (with \(\hbar=1\)) is used to check the states, the deviations being computed from the truncated matrices \(x\) and \(p\) and their matrix squares. The check rejects legitimate vectors. The truncated position is a Hermitian matrix, so it has normalised eigenvectors. In each of them \(\sigma(x)=0\), and the product of deviations is zero.

The fault lies in the commutator. A commutator of finite matrices has trace zero, so \([x,p]\) cannot equal \(i\) times the identity. Truncation puts the whole discrepancy on the last level, and the corrected bound depends on the state only through the population of that level.

## The truncated commutator

Number the levels \(0,\dots,n\), with \(N=n+1\), and let \(a\) have entries \(a_{k-1,k}=\sqrt{k}\) and zeros elsewhere. In units where \(\hbar\), the mass and the frequency all equal one, set

\[
x=\frac{a+a^\dagger}{\sqrt2},\qquad p=\frac{-i(a-a^\dagger)}{\sqrt2}.
\]

Both ladder products are diagonal:

\[
(a^\dagger a)_{kk}=k,\qquad (aa^\dagger)_{kk}=\begin{cases}k+1,&k<n\\0,&k=n.\end{cases}
\]

The zero appears because there is no level above \(n\) to pass through. The difference is \(1\) below the top and \(-n=1-N\) at the top. With \(P\) the projector on level \(n\),

\[
[a,a^\dagger]=1-NP .
\]

Since \([a+a^\dagger,\,a-a^\dagger]=-2[a,a^\dagger]\),

\[
[x,p]=-\tfrac{i}{2}\,(-2)[a,a^\dagger]=i(1-NP).
\]

## From fluctuation vectors to the bound

Let \(\psi\) be normalised and \(A,B\) Hermitian, with \(\langle A\rangle=\langle\psi|A\psi\rangle\) and \(\sigma(A)=\sqrt{\langle A^2\rangle-\langle A\rangle^2}\). Define \(f_A=(A-\langle A\rangle)\psi\). Expanding the overlap gives

\[
\langle f_A|f_B\rangle=\langle AB\rangle-\langle A\rangle\langle B\rangle .
\]

For \(A=B\) this says \(\|f_A\|=\sigma(A)\). Subtracting the same formula with \(A\) and \(B\) exchanged, then using the triangle and Cauchy-Schwarz inequalities,

\[
|\langle[A,B]\rangle|=|\langle f_A|f_B\rangle-\langle f_B|f_A\rangle|\le 2\,\sigma(A)\sigma(B).
\]

This is the Robertson inequality for finite matrices. Inserting \(\langle[x,p]\rangle=i(1-N|\psi_n|^2)\) yields

\[
\sigma(x)\sigma(p)\ge\tfrac12\bigl|1-N|\psi_n|^2\bigr| .
\]

## Position eigenvectors and number states

If \(x\psi=c\psi\), then \(\langle x^2\rangle-\langle x\rangle^2=c^2-c^2=0\). The left side of the bound vanishes, so the right side must too, and \(|\psi_n|^2=1/N\) for every normalised position eigenvector.

On a single level \(k\), the diagonal entries of \(a\), \(a^2\) and their adjoints vanish. Hence \(\langle x\rangle=\langle p\rangle=0\), and expanding the squares leaves

\[
\langle x^2\rangle=\langle p^2\rangle=\tfrac12(aa^\dagger+a^\dagger a)_{kk}.
\]

The product \(\sigma(x)\sigma(p)\) is therefore \((2k+1)/2\) for \(k<n\) and \(n/2\) for \(k=n\). The bound is \(1/2\) on any level below the top and \(|1-N|/2=n/2\) on the top level. Equality holds on the lowest and the highest level. For \(N=1\) these coincide, and both sides are zero.

## How the Lean statements encode the model

A state is a function `ψ : Fin (n + 1) → ℂ` with `star ψ ⬝ᵥ ψ = 1`, and `ψ (Fin.last n)` is the amplitude \(\psi_n\). The matrices `lower n`, `topProj n`, `posQ n` and `momQ n` are \(a\), \(P\), \(x\) and \(p\); `rt` is \(1/\sqrt2\). The functions `expect` and `stdDev` give the mean and the deviation.

The main theorem, `truncated_uncertainty`, holds for every `n` and assumes only normalisation. In `position_eigenvector_top` the eigenvalue `c` is taken real, which loses nothing for a Hermitian matrix.

The second moment is that of the squared truncated matrix, `A * A`. Squaring \(x\) and \(p\) in the full space and truncating afterwards would give \((2n+1)/2\) instead of \(n/2\) on the top level. With second moments taken that way, the deviations are those of the full oscillator, and \(\sigma(x)\sigma(p)\ge 1/2\) holds for every normalised vector. The theorems concern pure states of one mode and take no limit \(N\to\infty\). For simulations of a single bosonic mode in a finite number basis that square the truncated matrices, they show how the last-level population shifts the uncertainty bound away from \(1/2\).

## The complete file

```lean
import Mathlib

open Matrix

namespace TruncatedOscillator

noncomputable section

variable {ι : Type*} [Fintype ι]

/-- The expectation value of the matrix `A` in the state `ψ`. -/
def expect (A : Matrix ι ι ℂ) (ψ : ι → ℂ) : ℂ := star ψ ⬝ᵥ (A *ᵥ ψ)

/-- The square root of `Re ⟨A²⟩ - (Re ⟨A⟩)²`, which is the standard deviation when `A` is Hermitian
and `ψ` is normalised. -/
def stdDev (A : Matrix ι ι ℂ) (ψ : ι → ℂ) : ℝ :=
  √((expect (A * A) ψ).re - (expect A ψ).re ^ 2)

/-- The fluctuation vector `(A - Re ⟨A⟩) ψ`. -/
def fluct (A : Matrix ι ι ℂ) (ψ : ι → ℂ) : ι → ℂ :=
  A *ᵥ ψ - ((expect A ψ).re : ℂ) • ψ

/-- The lowering matrix on `n + 1` levels, with entries `√k` at `(k-1, k)`. -/
def lower (n : ℕ) : Matrix (Fin (n + 1)) (Fin (n + 1)) ℂ :=
  Matrix.of fun i j => if (i : ℕ) + 1 = (j : ℕ) then ((√((j : ℕ) : ℝ) : ℝ) : ℂ) else 0

/-- The projector on the last level. -/
def topProj (n : ℕ) : Matrix (Fin (n + 1)) (Fin (n + 1)) ℂ :=
  Matrix.diagonal fun i => if i = Fin.last n then 1 else 0

/-- The number `1/√2`. -/
def rt : ℂ := (((√2)⁻¹ : ℝ) : ℂ)

/-- The position quadrature `(a + a†)/√2`. -/
def posQ (n : ℕ) : Matrix (Fin (n + 1)) (Fin (n + 1)) ℂ := rt • (lower n + (lower n)ᴴ)

/-- The momentum quadrature `-i (a - a†)/√2`. -/
def momQ (n : ℕ) : Matrix (Fin (n + 1)) (Fin (n + 1)) ℂ :=
  (-Complex.I * rt) • (lower n - (lower n)ᴴ)

/-- The state in which only level `k` is occupied. -/
def level {n : ℕ} (k : Fin (n + 1)) : Fin (n + 1) → ℂ := fun i => if i = k then 1 else 0

private lemma rt_sq : rt * rt = 1 / 2 := by
  rw [rt, ← Complex.ofReal_mul, ← mul_inv, Real.mul_self_sqrt (by norm_num)]
  norm_num

private lemma sqrt_sq (m : ℕ) : ((√(m : ℝ) : ℝ) : ℂ) * ((√(m : ℝ) : ℝ) : ℂ) = (m : ℂ) := by
  rw [← Complex.ofReal_mul, Real.mul_self_sqrt (Nat.cast_nonneg m)]
  simp

private lemma move {A : Matrix ι ι ℂ} (hA : A.IsHermitian) (φ χ : ι → ℂ) :
    star (A *ᵥ φ) ⬝ᵥ χ = star φ ⬝ᵥ (A *ᵥ χ) := by
  rw [Matrix.star_mulVec, hA.eq, ← Matrix.dotProduct_mulVec]

private lemma expect_real {A : Matrix ι ι ℂ} (hA : A.IsHermitian) (ψ : ι → ℂ) :
    ((expect A ψ).re : ℂ) = expect A ψ := by
  have h : star (expect A ψ) = expect A ψ :=
    ((move hA ψ ψ).symm.trans (Matrix.star_dotProduct _ _)).symm
  exact Complex.conj_eq_iff_re.mp h

/-- The overlap of two fluctuation vectors is `⟨AB⟩ - ⟨A⟩⟨B⟩`. -/
theorem fluct_overlap {A B : Matrix ι ι ℂ} (hA : A.IsHermitian) (hB : B.IsHermitian)
    {ψ : ι → ℂ} (hψ : star ψ ⬝ᵥ ψ = 1) :
    star (fluct A ψ) ⬝ᵥ fluct B ψ
      = expect (A * B) ψ - ((expect A ψ).re : ℂ) * ((expect B ψ).re : ℂ) := by
  have hEA : star ψ ⬝ᵥ (A *ᵥ ψ) = ((expect A ψ).re : ℂ) := (expect_real hA ψ).symm
  have hEB : star ψ ⬝ᵥ (B *ᵥ ψ) = ((expect B ψ).re : ℂ) := (expect_real hB ψ).symm
  have hAB : star ψ ⬝ᵥ ((A * B) *ᵥ ψ) = expect (A * B) ψ := rfl
  simp only [fluct, star_sub, star_smul, sub_dotProduct, dotProduct_sub, smul_dotProduct,
    dotProduct_smul, smul_eq_mul, move hA, Matrix.mulVec_mulVec, hψ, hEA, hEB, hAB,
    Complex.star_def, Complex.conj_ofReal]
  ring

private lemma re_self (u : ι → ℂ) : (star u ⬝ᵥ u).re = ∑ i, ‖u i‖ ^ 2 := by
  simp only [dotProduct, Pi.star_apply, Complex.re_sum]
  refine Finset.sum_congr rfl fun i _ => ?_
  rw [Complex.sq_norm, Complex.normSq_apply]
  simp [Complex.mul_re]

private lemma stdDev_eq {A : Matrix ι ι ℂ} (hA : A.IsHermitian) {ψ : ι → ℂ}
    (hψ : star ψ ⬝ᵥ ψ = 1) : stdDev A ψ = √(∑ i, ‖fluct A ψ i‖ ^ 2) := by
  have h := congrArg Complex.re (fluct_overlap hA hA hψ)
  rw [re_self] at h
  rw [stdDev, h]
  simp [pow_two]

private lemma cauchy (f g : ι → ℂ) :
    ‖star f ⬝ᵥ g‖ ≤ √(∑ i, ‖f i‖ ^ 2) * √(∑ i, ‖g i‖ ^ 2) := by
  have h1 : ‖star f ⬝ᵥ g‖ ≤ ∑ i, ‖f i‖ * ‖g i‖ := by
    unfold dotProduct
    exact (norm_sum_le _ _).trans_eq (Finset.sum_congr rfl fun i _ => by simp)
  rw [← Real.sqrt_mul (Finset.sum_nonneg fun i _ => sq_nonneg _)]
  apply Real.le_sqrt_of_sq_le
  exact (pow_le_pow_left₀ (norm_nonneg _) h1 2).trans (Finset.sum_mul_sq_le_sq_mul_sq _ _ _)

/-- Robertson inequality: half the modulus of `⟨[A,B]⟩` is at most the product of deviations. -/
theorem robertson {A B : Matrix ι ι ℂ} (hA : A.IsHermitian) (hB : B.IsHermitian)
    {ψ : ι → ℂ} (hψ : star ψ ⬝ᵥ ψ = 1) :
    ‖expect (A * B - B * A) ψ‖ / 2 ≤ stdDev A ψ * stdDev B ψ := by
  have h : expect (A * B - B * A) ψ
      = star (fluct A ψ) ⬝ᵥ fluct B ψ - star (fluct B ψ) ⬝ᵥ fluct A ψ := by
    rw [fluct_overlap hA hB hψ, fluct_overlap hB hA hψ]
    simp only [expect, Matrix.sub_mulVec, dotProduct_sub]
    ring
  rw [h, stdDev_eq hA hψ, stdDev_eq hB hψ]
  have h1 := cauchy (fluct A ψ) (fluct B ψ)
  have h2 := cauchy (fluct B ψ) (fluct A ψ)
  have h3 := norm_sub_le (star (fluct A ψ) ⬝ᵥ fluct B ψ) (star (fluct B ψ) ⬝ᵥ fluct A ψ)
  linarith

/-- The product `a†a` is diagonal and counts the quanta. -/
theorem raise_mul_lower (n : ℕ) :
    (lower n)ᴴ * lower n = Matrix.diagonal fun i : Fin (n + 1) => ((i : ℕ) : ℂ) := by
  ext i j
  rw [Matrix.mul_apply, Matrix.diagonal_apply]
  simp only [Matrix.conjTranspose_apply, lower, Matrix.of_apply]
  by_cases hij : i = j
  · subst hij
    rw [if_pos rfl]
    by_cases h0 : (i : ℕ) = 0
    · refine (Finset.sum_eq_zero fun k _ => ?_).trans (by simp [h0])
      have hk : ¬ ((k : ℕ) + 1 = (i : ℕ)) := by omega
      simp only [if_neg hk, mul_zero]
    · obtain ⟨k, hk⟩ : ∃ k : Fin (n + 1), (k : ℕ) + 1 = (i : ℕ) :=
        ⟨⟨(i : ℕ) - 1, by omega⟩, by show (i : ℕ) - 1 + 1 = (i : ℕ); omega⟩
      rw [Finset.sum_eq_single k]
      · rw [if_pos hk, Complex.star_def, Complex.conj_ofReal]
        exact sqrt_sq _
      · intro b _ hb
        have hn : ¬ ((b : ℕ) + 1 = (i : ℕ)) := fun h => hb (Fin.ext (by omega))
        simp only [if_neg hn, mul_zero]
      · intro h
        exact absurd (Finset.mem_univ _) h
  · rw [if_neg hij]
    refine Finset.sum_eq_zero fun k _ => ?_
    by_cases hk : (k : ℕ) + 1 = (i : ℕ)
    · have hn : ¬ ((k : ℕ) + 1 = (j : ℕ)) := fun h => hij (Fin.ext (by omega))
      simp only [if_neg hn, mul_zero]
    · simp only [if_neg hk, star_zero, zero_mul]

/-- The product `aa†` is diagonal with entries `k + 1`, except for a zero on the last level. -/
theorem lower_mul_raise (n : ℕ) : lower n * (lower n)ᴴ =
    Matrix.diagonal fun i => if i = Fin.last n then 0 else (((i : ℕ) + 1 : ℕ) : ℂ) := by
  ext i j
  rw [Matrix.mul_apply, Matrix.diagonal_apply]
  simp only [Matrix.conjTranspose_apply, lower, Matrix.of_apply]
  by_cases hij : i = j
  · subst hij
    rw [if_pos rfl]
    by_cases h0 : i = Fin.last n
    · rw [if_pos h0]
      refine Finset.sum_eq_zero fun k _ => ?_
      have hi : (i : ℕ) = n := by rw [h0, Fin.val_last]
      have hk : ¬ ((i : ℕ) + 1 = (k : ℕ)) := by omega
      simp only [if_neg hk, zero_mul]
    · rw [if_neg h0]
      have hi : (i : ℕ) ≠ n := fun h => h0 (Fin.ext (by rw [h, Fin.val_last]))
      obtain ⟨k, hk⟩ : ∃ k : Fin (n + 1), (i : ℕ) + 1 = (k : ℕ) :=
        ⟨⟨(i : ℕ) + 1, by omega⟩, rfl⟩
      rw [Finset.sum_eq_single k]
      · rw [if_pos hk, Complex.star_def, Complex.conj_ofReal, sqrt_sq, hk]
      · intro b _ hb
        have hn : ¬ ((i : ℕ) + 1 = (b : ℕ)) := fun h => hb (Fin.ext (by omega))
        simp only [if_neg hn, zero_mul]
      · intro h
        exact absurd (Finset.mem_univ _) h
  · rw [if_neg hij]
    refine Finset.sum_eq_zero fun k _ => ?_
    by_cases hk : (i : ℕ) + 1 = (k : ℕ)
    · have hn : ¬ ((j : ℕ) + 1 = (k : ℕ)) := fun h => hij (Fin.ext (by omega))
      simp only [if_neg hn, star_zero, mul_zero]
    · simp only [if_neg hk, zero_mul]

/-- With `N = n + 1` levels, `[a, a†]` is the identity minus `N` times the top projector. -/
theorem lower_commutator (n : ℕ) :
    lower n * (lower n)ᴴ - (lower n)ᴴ * lower n = 1 - ((n : ℂ) + 1) • topProj n := by
  rw [lower_mul_raise, raise_mul_lower, topProj]
  ext i j
  simp only [Matrix.sub_apply, Matrix.smul_apply, Matrix.one_apply, Matrix.diagonal_apply,
    smul_eq_mul]
  by_cases hij : i = j
  · subst hij
    by_cases h : i = Fin.last n
    · simp only [h, ↓reduceIte, Fin.val_last]
      ring
    · simp only [h, ↓reduceIte]
      push_cast
      ring
  · simp only [hij, ↓reduceIte]
    ring

/-- The quadratures satisfy `[x, p] = i [a, a†]`. -/
theorem quadrature_commutator (n : ℕ) : posQ n * momQ n - momQ n * posQ n =
    Complex.I • (lower n * (lower n)ᴴ - (lower n)ᴴ * lower n) := by
  have hg : ∀ (s t : ℂ) (X Y : Matrix (Fin (n + 1)) (Fin (n + 1)) ℂ),
      (s • X) * (t • Y) - (t • Y) * (s • X) = (s * t) • (X * Y - Y * X) := by
    intro s t X Y
    simp only [Matrix.smul_mul, Matrix.mul_smul]
    module
  have hc : rt * (-Complex.I * rt) = -Complex.I / 2 := by
    linear_combination (-Complex.I) * rt_sq
  have hk : ∀ a b : Matrix (Fin (n + 1)) (Fin (n + 1)) ℂ,
      (a + b) * (a - b) - (a - b) * (a + b) = -((a * b - b * a) + (a * b - b * a)) := by
    intro a b
    noncomm_ring
  rw [posQ, momQ, hg, hc, hk]
  module

private lemma posQ_herm (n : ℕ) : (posQ n).IsHermitian := by
  show (posQ n)ᴴ = posQ n
  have hs : star rt = rt := Complex.conj_ofReal _
  rw [posQ, Matrix.conjTranspose_smul, Matrix.conjTranspose_add,
    Matrix.conjTranspose_conjTranspose, hs, add_comm (lower n)ᴴ]

private lemma momQ_herm (n : ℕ) : (momQ n).IsHermitian := by
  show (momQ n)ᴴ = momQ n
  have hs : star (-Complex.I * rt) = Complex.I * rt := by
    rw [Complex.star_def, map_mul, map_neg, Complex.conj_I, neg_neg, rt, Complex.conj_ofReal]
  rw [momQ, Matrix.conjTranspose_smul, Matrix.conjTranspose_sub,
    Matrix.conjTranspose_conjTranspose, hs]
  module

/-- For `N = n + 1` levels and any normalised state, `σ(x) σ(p) ≥ |1 - N |ψ_last|²| / 2`. -/
theorem truncated_uncertainty (n : ℕ) {ψ : Fin (n + 1) → ℂ} (hψ : star ψ ⬝ᵥ ψ = 1) :
    |1 - ((n : ℝ) + 1) * ‖ψ (Fin.last n)‖ ^ 2| / 2
      ≤ stdDev (posQ n) ψ * stdDev (momQ n) ψ := by
  have htop : star ψ ⬝ᵥ (topProj n *ᵥ ψ) = ((‖ψ (Fin.last n)‖ ^ 2 : ℝ) : ℂ) := by
    simp [dotProduct, topProj, Matrix.mulVec_diagonal, Complex.conj_mul']
  -- the mean commutator is `i` times a real number fixed by the top population
  have hE : expect (posQ n * momQ n - momQ n * posQ n) ψ
      = Complex.I * ((1 - ((n : ℝ) + 1) * ‖ψ (Fin.last n)‖ ^ 2 : ℝ) : ℂ) := by
    rw [quadrature_commutator, lower_commutator, expect]
    simp only [Matrix.smul_mulVec, Matrix.sub_mulVec, Matrix.one_mulVec, dotProduct_smul,
      dotProduct_sub, hψ, htop, smul_eq_mul]
    push_cast
    ring
  have h := robertson (posQ_herm n) (momQ_herm n) hψ
  rwa [hE, norm_mul, Complex.norm_I, one_mul, Complex.norm_real, Real.norm_eq_abs] at h

/-- Every normalised eigenvector of the truncated position has last-level population `1/N`,
with `N = n + 1`. -/
theorem position_eigenvector_top (n : ℕ) {ψ : Fin (n + 1) → ℂ} (hψ : star ψ ⬝ᵥ ψ = 1)
    {c : ℝ} (hc : posQ n *ᵥ ψ = (c : ℂ) • ψ) :
    ‖ψ (Fin.last n)‖ ^ 2 = 1 / ((n : ℝ) + 1) := by
  have h0 : stdDev (posQ n) ψ = 0 := by
    simp only [stdDev, expect, ← Matrix.mulVec_mulVec, hc, Matrix.mulVec_smul,
      dotProduct_smul, hψ, smul_eq_mul]
    simp [pow_two]
  have h := truncated_uncertainty n hψ
  rw [h0, zero_mul] at h
  have h1 : 1 - ((n : ℝ) + 1) * ‖ψ (Fin.last n)‖ ^ 2 = 0 :=
    abs_nonpos_iff.mp (by linarith)
  have hn : (n : ℝ) + 1 ≠ 0 := by positivity
  rw [eq_div_iff hn]
  linarith

private lemma expect_level {n : ℕ} (A : Matrix (Fin (n + 1)) (Fin (n + 1)) ℂ)
    (k : Fin (n + 1)) : expect A (level k) = A k k := by
  have hs : star (level k) = level k := by
    ext i
    by_cases h : i = k <;> simp [level, h]
  rw [expect, hs]
  simp [level, dotProduct, Matrix.mulVec]

/-- On level `k` the product `σ(x) σ(p)` is `(2k + 1)/2` below the top and `k/2` at the top. -/
theorem level_product {n : ℕ} (k : Fin (n + 1)) :
    stdDev (posQ n) (level k) * stdDev (momQ n) (level k)
      = (((k : ℕ) : ℝ) + if k = Fin.last n then 0 else ((k : ℕ) : ℝ) + 1) / 2 := by
  have ha : lower n k k = 0 := by simp [lower]
  have haa : (lower n * lower n) k k = 0 := by
    rw [Matrix.mul_apply]
    refine Finset.sum_eq_zero fun j _ => ?_
    simp only [lower, Matrix.of_apply]
    by_cases h : (k : ℕ) + 1 = (j : ℕ)
    · have hn : ¬ ((j : ℕ) + 1 = (k : ℕ)) := by omega
      simp only [if_neg hn, mul_zero]
    · simp only [if_neg h, zero_mul]
  have hbb : ((lower n)ᴴ * (lower n)ᴴ) k k = 0 := by
    rw [← Matrix.conjTranspose_mul, Matrix.conjTranspose_apply, haa, star_zero]
  have hab := congrFun (congrFun (lower_mul_raise n) k) k
  have hba := congrFun (congrFun (raise_mul_lower n) k) k
  rw [Matrix.diagonal_apply_eq] at hab hba
  have hm : (-Complex.I * rt) * (-Complex.I * rt) = -1 / 2 := by
    linear_combination (rt * rt) * Complex.I_mul_I - rt_sq
  -- squares of the quadratures, expanded in ladder products
  have hx : posQ n * posQ n = (1 / 2 : ℂ) • (lower n * lower n + lower n * (lower n)ᴴ
      + (lower n)ᴴ * lower n + (lower n)ᴴ * (lower n)ᴴ) := by
    rw [posQ, Matrix.smul_mul, Matrix.mul_smul, smul_smul, rt_sq]
    congr 1
    noncomm_ring
  have hp : momQ n * momQ n = (-1 / 2 : ℂ) • (lower n * lower n - lower n * (lower n)ᴴ
      - (lower n)ᴴ * lower n + (lower n)ᴴ * (lower n)ᴴ) := by
    rw [momQ, Matrix.smul_mul, Matrix.mul_smul, smul_smul, hm]
    congr 1
    noncomm_ring
  have hxx : (posQ n * posQ n) k k = (((((k : ℕ) : ℝ) +
      if k = Fin.last n then 0 else ((k : ℕ) : ℝ) + 1) / 2 : ℝ) : ℂ) := by
    rw [hx]
    simp only [Matrix.smul_apply, Matrix.add_apply, haa, hbb, hab, hba, smul_eq_mul]
    split_ifs <;> push_cast <;> ring
  have hpp : (momQ n * momQ n) k k = (((((k : ℕ) : ℝ) +
      if k = Fin.last n then 0 else ((k : ℕ) : ℝ) + 1) / 2 : ℝ) : ℂ) := by
    rw [hp]
    simp only [Matrix.smul_apply, Matrix.add_apply, Matrix.sub_apply, haa, hbb, hab, hba,
      smul_eq_mul]
    split_ifs <;> push_cast <;> ring
  have hx0 : posQ n k k = 0 := by simp [posQ, ha]
  have hp0 : momQ n k k = 0 := by simp [momQ, ha]
  rw [stdDev, stdDev, expect_level, expect_level, expect_level, expect_level, hxx, hpp, hx0,
    hp0, Complex.ofReal_re, Complex.zero_re, zero_pow two_ne_zero, sub_zero]
  apply Real.mul_self_sqrt
  split_ifs <;> positivity

/-- The lowest and the highest level attain equality in the truncated uncertainty relation. -/
theorem extreme_levels_saturate {n : ℕ} (k : Fin (n + 1)) (hk : k = 0 ∨ k = Fin.last n) :
    stdDev (posQ n) (level k) * stdDev (momQ n) (level k)
      = |1 - ((n : ℝ) + 1) * ‖level k (Fin.last n)‖ ^ 2| / 2 := by
  rw [level_product]
  by_cases h : k = Fin.last n
  · have h1 : level k (Fin.last n) = 1 := by simp [level, h]
    have e : 1 - ((n : ℝ) + 1) * 1 ^ 2 = -(n : ℝ) := by ring
    rw [h1, norm_one, e, abs_neg, Nat.abs_cast, if_pos h, h, Fin.val_last, add_zero]
  · have h0 : k = 0 := hk.resolve_right h
    have h1 : level k (Fin.last n) = 0 := if_neg (Ne.symm h)
    have hv : (k : ℕ) = 0 := by rw [h0]; rfl
    rw [h1, if_neg h, hv]
    norm_num

end

end TruncatedOscillator
```

```lean
#print axioms TruncatedOscillator.position_eigenvector_top
-- 'TruncatedOscillator.position_eigenvector_top' depends on axioms: [propext, Classical.choice, Quot.sound]
#print axioms TruncatedOscillator.extreme_levels_saturate
-- 'TruncatedOscillator.extreme_levels_saturate' depends on axioms: [propext, Classical.choice, Quot.sound]
```

## How the proof follows the derivation

`raise_mul_lower` and `lower_mul_raise` compute the ladder products entry by entry. On the diagonal, `Finset.sum_eq_single` picks out the one intermediate level that contributes. The lowest entry of \(a^\dagger a\) and the last entry of \(aa^\dagger\) have no such level and are treated separately, with every term zero. Off the diagonal, every term is zero as well. `lower_commutator` subtracts the results, and `quadrature_commutator` handles the factors of \(i\) and \(1/\sqrt2\), with `noncomm_ring` expanding the products without commuting them.

`fluct_overlap` is the overlap formula. It uses `move` to shift a Hermitian matrix across the inner product and `expect_real` to identify the mean with its real part. `stdDev_eq` is the case \(A=B\), and `cauchy` supplies the Cauchy-Schwarz step. In `robertson`, `linarith` combines two uses of `cauchy` with the triangle inequality `norm_sub_le`.

`truncated_uncertainty` evaluates the mean commutator in `hE` and applies `robertson`; the modulus of \(i\) is one, which leaves the real absolute value. `position_eigenvector_top` first shows that the position deviation is zero, then solves the resulting equation for the population.

For number states, `expect_level` turns a mean into a diagonal entry. `level_product` expands the squared quadratures in `hx` and `hp` and finds equal variances, so the product of their square roots is the variance itself. `extreme_levels_saturate` compares this value with the bound, treating the top level first; this also covers the one-level case.
